# Counting the combinations of permuted orbitals that transform by a one-dimensional character

The symmetry operations of ammonia permute its three hydrogen 1s orbitals. Part of splitting a one-electron Hamiltonian matrix into symmetry blocks is to find the combinations of such orbitals that every operation merely multiplies by a number. Which orbitals can take part in them, and how many independent combinations are there?

Let a group $G$ act on a set $X$ of orbitals, with $gx$ the orbital to which $g$ carries $x$. Let $\chi:G\to\mathbb{C}^\times$ be a homomorphism, called the character below. A combination $\sum_x f(x)\,\varphi_x$ is stored as its coefficient function $f:X\to\mathbb{C}$. The orbitals are only permuted: sign changes and mixing, as for general p orbitals, are not covered, nor are irreducible representations of higher dimension. The group may be infinite, and $X$ is taken to be finite only where dimensions are counted.

```lean
import Mathlib

open Equiv

namespace SymmetryAdaptedOrbitals

noncomputable section

variable {G X : Type*} [Group G] [MulAction G X]
```

The functions of interest satisfy $f(gx)=\chi(g)f(x)$ for all $g$ and $x$. Sums and multiples of solutions are again solutions, so they form a complex vector space $A_\chi$, which is `adapted χ X` in Lean. The convention matters for complex characters: if $g$ sends $\varphi_x$ to $\varphi_{gx}$, the combination itself is multiplied by $\chi(g)^{-1}$. For characters with values $\pm1$ the two agree.

```lean
/-- The coefficient vectors `f` on the orbitals `X` that transform by the
one-dimensional character `χ`, that is `f (g x) = χ(g) f x`. -/
def adapted (χ : G →* ℂˣ) (X : Type*) [MulAction G X] : Submodule ℂ (X → ℂ) where
  carrier := {f | ∀ (g : G) (x : X), f (g • x) = (χ g : ℂ) * f x}
  add_mem' := by
    intro a b ha hb g x
    simp only [Pi.add_apply]
    rw [ha g x, hb g x]
    ring
  zero_mem' := by
    intro g x
    simp
  smul_mem' := by
    intro c f hf g x
    simp only [Pi.smul_apply, smul_eq_mul]
    rw [hf g x]
    ring
```

The stabiliser $G_x$ consists of the operations that leave $x$ in place. Call $x$ allowed if $\chi(g)=1$ for every $g\in G_x$, that is, if $G_x\subseteq\ker\chi$.

```lean
/-- An orbital is allowed for `χ` if `χ` equals one on its whole stabiliser. -/
def Allowed (χ : G →* ℂˣ) (x : X) : Prop :=
  MulAction.stabilizer G x ≤ χ.ker
```

The orbit $[x]$ is the set of orbitals that symmetry makes equivalent to $x$. In Lean, orbits are the classes of an equivalence relation, and `orbitOf G x` is the class of $x$.

```lean
/-- The orbit of an orbital, as an element of the set of all orbits. -/
def orbitOf (G : Type*) {X : Type*} [Group G] [MulAction G X] (x : X) :
    Quotient (MulAction.orbitRel G X) :=
  Quotient.mk _ x
```

An orbit is allowed if all its orbitals are.

```lean
/-- The orbits all of whose orbitals are allowed for `χ`. -/
def allowedOrbits (χ : G →* ℂˣ) (X : Type*) [MulAction G X] :
    Set (Quotient (MulAction.orbitRel G X)) :=
  {ω | ∀ x : X, orbitOf G x = ω → Allowed χ x}
```

## (a) Equivalent orbitals

Show that two orbitals have the same orbit exactly when an operation connects them:
$$[x]=[y]\iff \exists\,g\in G,\; gy=x .$$

**Solution.** The orbit of $y$ is $\{gy : g\in G\}$, and orbits partition $X$. Hence $[x]=[y]$ means that $x$ belongs to the orbit of $y$, which is the right-hand side. In Lean, `Quotient.exact` and `Quotient.sound` give the two directions.

```lean
/-- Two orbitals lie in the same orbit exactly when a group element carries one
to the other. -/
theorem orbitOf_eq_iff {x y : X} :
    orbitOf G x = orbitOf G y ↔ ∃ g : G, g • y = x :=
  ⟨fun h => Quotient.exact (s := MulAction.orbitRel G X) h,
    fun h => Quotient.sound (s := MulAction.orbitRel G X) h⟩
```

## (b) One representative per orbit

Choose an orbital $x_\omega$ in each orbit $\omega$. Check that
$$[x_\omega]=\omega .$$

**Solution.** This is what choosing from $\omega$ means. Lean writes the chosen orbital as `ω.out`.

```lean
/-- The chosen representative of an orbit lies in that orbit. -/
theorem orbitOf_out (ω : Quotient (MulAction.orbitRel G X)) :
    orbitOf G ω.out = ω :=
  Quotient.out_eq ω
```

## (c) Equivalent orbitals are allowed together

Show that for every $g\in G$
$$G_x\subseteq\ker\chi\;\Longrightarrow\;G_{gx}\subseteq\ker\chi .$$

**Solution.** Let $k$ fix $gx$. Then $g^{-1}kg\,x=g^{-1}gx=x$, so $g^{-1}kg\in G_x$ and
$$1=\chi(g^{-1}kg)=\chi(g)^{-1}\chi(k)\chi(g)=\chi(k),$$
because complex numbers commute. The step `hs` is the conjugation, and the rewriting of `h2` is the displayed line. It follows that testing one orbital decides for its whole orbit.

```lean
/-- If an orbital is allowed, so is each of its images under the group. -/
theorem allowed_smul {χ : G →* ℂˣ} {x : X} (h : Allowed χ x) (g : G) :
    Allowed χ (g • x) := by
  intro k hk
  -- conjugation carries the stabiliser of the image back to that of `x`
  have hs : g⁻¹ * k * g ∈ MulAction.stabilizer G x := by
    rw [MulAction.mem_stabilizer_iff] at hk ⊢
    rw [mul_smul, mul_smul, hk, inv_smul_smul]
  have h2 : χ (g⁻¹ * k * g) = 1 := h hs
  rw [map_mul, map_mul, map_inv, mul_right_comm, inv_mul_cancel, one_mul] at h2
  exact h2
```

## (d) Forced zeros

Let $f\in A_\chi$, and suppose that $x$ is not allowed. Show that
$$f(x)=0 .$$

**Solution.** Some $g$ has $gx=x$ but $\chi(g)\neq1$. Then $f(x)=f(gx)=\chi(g)f(x)$, so $(\chi(g)-1)f(x)=0$ and $f(x)=0$. The Lean proof supposes $f(x)\ne0$ and cancels it, which would force $\chi(g)=1$.

For finite $G$, a program may build adapted vectors with the projector
$$(Pf)(x)=\frac1{|G|}\sum_{g\in G}\chi(g)^{-1}f(gx).$$
Applied to a single orbital that is not allowed, it returns the zero vector up to rounding.

```lean
/-- A symmetry-adapted function vanishes on every orbital whose stabiliser is
not inside the kernel of `χ`. -/
theorem eq_zero_of_not_allowed {χ : G →* ℂˣ} {f : X → ℂ} (hf : f ∈ adapted χ X)
    {x : X} (hx : ¬ Allowed χ x) : f x = 0 := by
  obtain ⟨g, hg, hχ⟩ := SetLike.not_le_iff_exists.mp hx
  have h : f (g • x) = (χ g : ℂ) * f x := hf g x
  rw [MulAction.mem_stabilizer_iff.mp hg] at h
  by_contra h0
  apply hχ
  rw [MonoidHom.mem_ker]
  apply Units.ext
  exact mul_right_cancel₀ h0 (by rw [← h, Units.val_one, one_mul])
```

## (e) Free amplitudes at the representatives

Let $c$ assign a complex number to each orbit. Show that some $f\in A_\chi$ satisfies
$$f(x_\omega)=c(\omega)\quad\text{whenever } x_\omega \text{ is allowed}.$$

**Solution.** For each $x$ pick $k_x\in G$ with $k_x\,x_{[x]}=x$, which exists by (a) and (b). Put
$$f(x)=\begin{cases}\chi(k_x)\,c([x]) & x\text{ allowed},\\ 0&\text{otherwise.}\end{cases}$$

To see that $f\in A_\chi$, first let $x$ be allowed. Both $k_{gx}$ and $gk_x$ carry the representative to $gx$, so $k_{gx}(gk_x)^{-1}$ fixes $gx$. By (c), $gx$ is allowed, hence $\chi(k_{gx})=\chi(g)\chi(k_x)$ and $f(gx)=\chi(g)f(x)$. If $x$ is not allowed, neither is $gx$, and both sides are zero.

At an allowed representative, $k_{x_\omega}$ fixes $x_\omega$, so $\chi(k_{x_\omega})=1$ and $f(x_\omega)=c(\omega)$.

In Lean, `choose` picks the $k_x$, `by_cases` separates the two cases, and `h3` is the equality of characters.

In code, a loop over the allowed orbits can build a separate vector for each orbit $\omega$, with $\chi(g)$ at position $gx_\omega$ and zero outside $\omega$. For finite $G$ and orthonormal orbitals, dividing each vector by the square root of its orbit's size normalises it.

```lean
/-- Amplitudes can be prescribed freely at the chosen representatives of the
orbits, wherever these are allowed, and extended to a symmetry-adapted function. -/
theorem exists_adapted (χ : G →* ℂˣ) (c : Quotient (MulAction.orbitRel G X) → ℂ) :
    ∃ f ∈ adapted χ X, ∀ ω : Quotient (MulAction.orbitRel G X),
      Allowed χ ω.out → f ω.out = c ω := by
  classical
  have hex : ∀ x : X, ∃ g : G, g • (orbitOf G x).out = x := fun x =>
    orbitOf_eq_iff.mp (orbitOf_out (orbitOf G x)).symm
  choose k hk using hex
  refine ⟨fun x => if Allowed χ x then (χ (k x) : ℂ) * c (orbitOf G x) else 0, ?_, ?_⟩
  · intro g x
    show (if Allowed χ (g • x) then (χ (k (g • x)) : ℂ) * c (orbitOf G (g • x)) else 0)
      = (χ g : ℂ) * (if Allowed χ x then (χ (k x) : ℂ) * c (orbitOf G x) else 0)
    have ho : orbitOf G (g • x) = orbitOf G x := orbitOf_eq_iff.mpr ⟨g, rfl⟩
    by_cases hx : Allowed χ x
    · have hgx := allowed_smul hx g
      -- two ways to reach `g • x` differ by an element of its stabiliser
      have hs : k (g • x) * (g * k x)⁻¹ ∈ MulAction.stabilizer G (g • x) := by
        have h1 : (g * k x)⁻¹ • (g • x) = (orbitOf G x).out := by
          rw [inv_smul_eq_iff, mul_smul, hk x]
        have h2 := hk (g • x)
        rw [ho] at h2
        rw [MulAction.mem_stabilizer_iff, mul_smul, h1, h2]
      have h3 : χ (k (g • x) * (g * k x)⁻¹) = 1 := hgx hs
      rw [map_mul, map_inv, mul_inv_eq_one, map_mul] at h3
      rw [if_pos hgx, if_pos hx, h3, ho, Units.val_mul, mul_assoc]
    · have hgx : ¬ Allowed χ (g • x) := fun h =>
        hx (by simpa using allowed_smul h g⁻¹)
      rw [if_neg hgx, if_neg hx, mul_zero]
  · intro ω hω
    show (if Allowed χ ω.out then (χ (k ω.out) : ℂ) * c (orbitOf G ω.out) else 0) = c ω
    have h1 : k ω.out • ω.out = ω.out := by
      have h := hk ω.out
      rwa [orbitOf_out] at h
    have h2 : χ (k ω.out) = 1 := hω (MulAction.mem_stabilizer_iff.mpr h1)
    rw [if_pos hω, h2, orbitOf_out, Units.val_one, one_mul]
```

## (f) Which orbitals take part

Show that
$$\bigl(\exists f\in A_\chi,\; f(x)\neq0\bigr)\iff G_x\subseteq\ker\chi .$$

**Solution.** If $x$ is not allowed, (d) makes every $f(x)$ zero. If $x$ is allowed, so is the representative $x_{[x]}=gx$, by (c). Take $f$ from (e) with $c=1$ on every orbit. Then $1=f(gx)=\chi(g)f(x)$, so $f(x)\neq0$. The two bullets of the Lean proof are these two directions.

```lean
/-- Some symmetry-adapted function is nonzero at an orbital exactly when the
stabiliser of that orbital lies in the kernel of `χ`. -/
theorem exists_ne_zero_iff_allowed (χ : G →* ℂˣ) (x : X) :
    (∃ f ∈ adapted χ X, f x ≠ 0) ↔ Allowed χ x := by
  constructor
  · rintro ⟨f, hf, hfx⟩
    by_contra hx
    exact hfx (eq_zero_of_not_allowed hf hx)
  · intro hx
    obtain ⟨f, hf, hc⟩ := exists_adapted (X := X) χ (fun _ => 1)
    obtain ⟨g, hg⟩ := orbitOf_eq_iff.mp (orbitOf_out (orbitOf G x))
    have h1 : f (orbitOf G x).out = 1 := hc _ (hg ▸ allowed_smul hx g)
    refine ⟨f, hf, fun h0 => ?_⟩
    have h : f (g • x) = (χ g : ℂ) * f x := hf g x
    rw [hg, h1, h0, mul_zero] at h
    exact one_ne_zero h
```

## (g) The number of independent combinations

Let $X$ be finite. Show that
$$\dim_{\mathbb C}A_\chi=\#\{\text{allowed orbits}\}.$$

**Solution.** Let $E$ send $f\in A_\chi$ to its values $f(x_\omega)$ at the representatives of the allowed orbits. This map is linear.

It is injective. Suppose all these values vanish. An allowed $x$ can be written $x=gx_\omega$ with $\omega$ allowed, so $f(x)=\chi(g)f(x_\omega)=0$. At the other orbitals $f$ vanishes by (d).

It is surjective. Given values on the allowed orbits, extend them by zero to the remaining orbits and apply (e).

Hence $A_\chi$ has the dimension of the space of functions on the allowed orbits, which is their number. In Lean, `e` is the map $E$, `hinj` and `hsurj` are the two paragraphs above, `Module.finrank` is the dimension and `Nat.card` the number of elements.

For a one-electron Hamiltonian matrix over the orbitals of $X$ alone that commutes with these permutations, this number is the size of the block belonging to $\chi$. Further orbitals of the molecule, such as those of nitrogen in ammonia, can enlarge the block.

```lean
/-- For a finite set of orbitals, the number of independent symmetry-adapted
functions of type `χ` is the number of orbits allowed for `χ`. -/
theorem finrank_adapted [Finite X] (χ : G →* ℂˣ) :
    Module.finrank ℂ (adapted χ X) = Nat.card (allowedOrbits χ X) := by
  classical
  -- evaluate at one representative of each allowed orbit
  let e : adapted χ X →ₗ[ℂ] (allowedOrbits χ X → ℂ) :=
    { toFun := fun f ω => f.1 ω.1.out
      map_add' := fun _ _ => rfl
      map_smul' := fun _ _ => rfl }
  have hinj : Function.Injective e := by
    rw [injective_iff_map_eq_zero]
    intro f hf
    apply Subtype.ext
    funext x
    show f.1 x = 0
    by_cases hx : Allowed χ x
    · have hmem : orbitOf G x ∈ allowedOrbits χ X := by
        intro y hy
        obtain ⟨g, rfl⟩ := orbitOf_eq_iff.mp hy
        exact allowed_smul hx g
      have h0 : f.1 (orbitOf G x).out = 0 := congrFun hf ⟨orbitOf G x, hmem⟩
      obtain ⟨g, hg⟩ := orbitOf_eq_iff.mp (orbitOf_out (orbitOf G x)).symm
      have h : f.1 (g • (orbitOf G x).out) = (χ g : ℂ) * f.1 (orbitOf G x).out :=
        f.2 g _
      rw [hg, h0, mul_zero] at h
      exact h
    · exact eq_zero_of_not_allowed f.2 hx
  have hsurj : Function.Surjective e := by
    intro c
    obtain ⟨f, hf, hfc⟩ := exists_adapted (X := X) χ
      (fun ω => if h : ω ∈ allowedOrbits χ X then c ⟨ω, h⟩ else 0)
    refine ⟨⟨f, hf⟩, funext fun ω => ?_⟩
    exact (hfc ω.1 (ω.2 _ (orbitOf_out ω.1))).trans (dif_pos ω.2)
  let _ : Fintype (allowedOrbits χ X) := Fintype.ofFinite _
  rw [(LinearEquiv.ofBijective e ⟨hinj, hsurj⟩).finrank_eq,
    Module.finrank_fintype_fun_eq_card, Nat.card_eq_fintype_card]
```

## (h) When no orbital is excluded

Let $X$ be finite and every orbital allowed. Show that
$$\dim_{\mathbb C}A_\chi=\#\{\text{orbits}\}.$$

**Solution.** Every orbit is now allowed, so (g) counts them all. The trivial character $\chi=1$ always satisfies the hypothesis, and the result then counts the totally symmetric combinations. The Lean proof identifies the set of allowed orbits with the set of all orbits.

```lean
/-- If `χ` equals one on the stabiliser of every orbital of a finite set, the
number of independent symmetry-adapted functions is the number of all orbits. -/
theorem finrank_adapted_of_allowed [Finite X] (χ : G →* ℂˣ)
    (h : ∀ x : X, Allowed χ x) :
    Module.finrank ℂ (adapted χ X) = Nat.card (Quotient (MulAction.orbitRel G X)) := by
  rw [finrank_adapted]
  exact Nat.card_congr (Equiv.subtypeUnivEquiv fun _ x _ => h x)
```

## (i) Three hydrogens and the sign character

Let $S_3$ permute three orbitals, and let $\operatorname{sgn}$ be $+1$ on even and $-1$ on odd permutations. Show that
$$A_{\operatorname{sgn}}=\{0\}.$$

**Solution.** For any orbital $x$, exchanging the other two fixes $x$ and has sign $-1$. Hence $f(x)=-f(x)$, and $f(x)=0$. For ammonia, where reflections exchange two hydrogens and rotations permute all three cyclically, this says that the hydrogen 1s orbitals give no combination of type $A_2$.

Lean labels the orbitals by `Fin 3` and takes the sign with complex values.

```lean
/-- The sign character of the permutations of three equivalent orbitals, with
complex values. -/
def signChar : Perm (Fin 3) →* ℂˣ :=
  (Units.map (Int.castRingHom ℂ : ℤ →* ℂ)).comp Perm.sign
```

Addition in `Fin 3` is modulo 3, so the other two orbitals are `x + 1` and `x + 2`. The facts `hg` and `hv` say that their exchange fixes $x$ and has sign $-1$, and the last line solves $f(x)=-f(x)$.

```lean
/-- Three equivalent orbitals under all their permutations, such as the hydrogen
1s orbitals of ammonia, have no nonzero combination that transforms by the sign. -/
theorem adapted_signChar_eq_bot : adapted signChar (Fin 3) = ⊥ := by
  rw [Submodule.eq_bot_iff]
  intro f hf
  funext x
  -- the exchange of the other two orbitals fixes `x` and has sign `-1`
  have hg : swap (x + 1) (x + 2) • x = x := by
    revert x
    decide
  have hne : x + 1 ≠ x + 2 := by
    revert x
    decide
  have hv : (signChar (swap (x + 1) (x + 2)) : ℂ) = -1 := by
    simp [signChar, Perm.sign_swap hne]
  have h : f (swap (x + 1) (x + 2) • x)
      = (signChar (swap (x + 1) (x + 2)) : ℂ) * f x := hf _ x
  rw [hg, hv] at h
  show f x = 0
  linear_combination h / 2

end

end SymmetryAdaptedOrbitals
```

```lean
#print axioms SymmetryAdaptedOrbitals.exists_ne_zero_iff_allowed
#print axioms SymmetryAdaptedOrbitals.finrank_adapted_of_allowed
#print axioms SymmetryAdaptedOrbitals.adapted_signChar_eq_bot
```

```
'SymmetryAdaptedOrbitals.exists_ne_zero_iff_allowed' depends on axioms: [propext, Classical.choice, Quot.sound]
'SymmetryAdaptedOrbitals.finrank_adapted_of_allowed' depends on axioms: [propext, Classical.choice, Quot.sound]
'SymmetryAdaptedOrbitals.adapted_signChar_eq_bot' depends on axioms: [propext, Classical.choice, Quot.sound]
```
